# Closure in the c-product for a complex symmetric matrix with distinct eigenvalues

If a Hamiltonian matrix with an absorbing potential has distinct eigenvalues, a wave packet $x$ can be expanded in the eigenvectors $v_i$ of the matrix. These represent resonances, bound states and the discretised continuum, and each coefficient is the overlap $v_i^Tx$ divided by $v_i^Tv_i$. In a real orthonormal basis, without a magnetic field or spin–orbit coupling, the matrix $H$ is complex symmetric, $H^T=H$, but in general not Hermitian. The divisor is a c-product, taken without complex conjugation, and it can vanish for a nonzero vector such as $(1,i)$.

Suppose that the complex symmetric $n\times n$ matrix $H$ has nonzero eigenvectors $v_i$ for $n$ distinct eigenvalues $E_i$. Then every $v_i^Tv_i$ is nonzero, and

$$\sum_i P_i = 1,\qquad P_i=\frac{v_iv_i^T}{v_i^Tv_i}.$$

## From c-orthogonality to closure

Symmetry gives $v^T(Hw)=(H^Tv)^Tw=(Hv)^Tw$. For two eigenvectors this reads $E_j\,v_i^Tv_j=E_i\,v_i^Tv_j$, so $v_i^Tv_j=0$ when $i\neq j$.

The eigenvectors are independent: applying $\prod_{j\ne k}(H-E_j)$ to $\sum_i c_iv_i=0$ leaves $c_k\prod_{j\neq k}(E_k-E_j)\,v_k=0$, hence $c_k=0$. Being $n$ in number, they span $\mathbb C^n$. If $v_i^Tx=0$ for all $i$, then $y^Tx=0$ for every $y$, and unit vectors $y$ show that $x=0$.

If $v_i^Tv_i$ were zero, $v_i$ would be c-orthogonal to every eigenvector, itself included, and would therefore vanish. This contradicts $v_i\ne0$.

For any $x$, set $d=x-\sum_i \frac{v_i^Tx}{v_i^Tv_i}v_i$. Orthogonality leaves one term of the sum in $v_j^Td=v_j^Tx-v_j^Tx=0$, so $d=0$. Thus $x=\sum_iP_ix$ for every $x$, which is closure.

Since $HP_i=E_iP_i$, for $z$ different from all $E_i$

$$(z-H)\sum_i\frac{P_i}{z-E_i}=\sum_iP_i=1.$$

At an exceptional point, eigenvectors coalesce and a Jordan chain appears: $Hv=Ev$ and $Hw=Ew+v$. Symmetry then gives $E\,v^Tw+v^Tv=E\,v^Tw$, so $v^Tv=0$.

## The eigensystem and its projectors

In Lean, `n` is the finite set of basis labels, not its size.

```lean
import Mathlib

open Matrix

namespace CProductClosure

noncomputable section

variable {n : Type*} [Fintype n]
```

The same labels index the eigenvectors, which fixes their number at the dimension. `v i` is a whole vector and `v i a` its component. The four fields state symmetry, distinct eigenvalues, nonzero vectors and $Hv_i=E_iv_i$.

```lean
/-- A complex symmetric matrix `H` together with nonzero eigenvectors `v i` for pairwise
distinct eigenvalues `E i`, as many as the dimension of the space. -/
structure IsSimpleEigensystem (H : Matrix n n ℂ) (E : n → ℂ) (v : n → n → ℂ) : Prop where
  symm : Hᵀ = H
  distinct : Function.Injective E
  ne_zero : ∀ i, v i ≠ 0
  eigen : ∀ i, H *ᵥ v i = E i • v i
```

`vecMulVec v v` is $vv^T$, and `⬝ᵥ` is the c-product. The vectors need no normalisation, because the projector divides by $v^Tv$.

```lean
/-- The c-product projector `v vᵀ / (vᵀ v)`, without complex conjugation, for a vector
with `vᵀ v ≠ 0`. -/
def cProjector (v : n → ℂ) : Matrix n n ℂ :=
  (v ⬝ᵥ v)⁻¹ • vecMulVec v v
```

## Consequences of symmetry

The first lemma moves $H$ across the c-product. The second inserts the eigenvalue equations and cancels $a-b\neq0$.

```lean
/-- A complex symmetric matrix can be moved from one side of the c-product to the other. -/
theorem cProduct_symm {H : Matrix n n ℂ} (hH : Hᵀ = H) (v w : n → ℂ) :
    v ⬝ᵥ (H *ᵥ w) = (H *ᵥ v) ⬝ᵥ w := by
  rw [Matrix.dotProduct_mulVec, ← Matrix.mulVec_transpose, hH]

/-- Eigenvectors of a complex symmetric matrix for different eigenvalues are orthogonal
in the c-product. -/
theorem cProduct_orthogonal {H : Matrix n n ℂ} (hH : Hᵀ = H) {v w : n → ℂ} {a b : ℂ}
    (hv : H *ᵥ v = a • v) (hw : H *ᵥ w = b • w) (hab : a ≠ b) : v ⬝ᵥ w = 0 := by
  have h := cProduct_symm hH v w
  simp only [hv, hw, dotProduct_smul, smul_dotProduct, smul_eq_mul] at h
  exact mul_left_cancel₀ (sub_ne_zero.mpr hab) (by linear_combination -h)
```

For a Jordan chain, the same substitution leaves $v^Tv=0$. Here `E` is a single number.

```lean
/-- If an eigenvector `v` of a complex symmetric matrix heads a Jordan chain,
`H w = E w + v`, then it is self-orthogonal: `vᵀ v = 0`. -/
theorem self_orthogonal_of_jordan_chain {H : Matrix n n ℂ} (hH : Hᵀ = H)
    {v w : n → ℂ} {E : ℂ} (hv : H *ᵥ v = E • v) (hw : H *ᵥ w = E • w + v) :
    v ⬝ᵥ v = 0 := by
  have h := cProduct_symm hH v w
  simp only [hv, hw, dotProduct_add, dotProduct_smul, smul_dotProduct, smul_eq_mul] at h
  linear_combination h
```

## Completeness and nonzero c-products

Mathlib supplies the independence of the eigenvectors, and counting dimensions turns it into spanning. Induction over the span extends `hx` from the eigenvectors to every `y`; `Pi.single i 1` is the unit vector that reads off a component of `x`.

```lean
variable [DecidableEq n] {H : Matrix n n ℂ} {E : n → ℂ} {v : n → n → ℂ}

/-- For a complex symmetric matrix with as many distinct eigenvalues as rows, a vector that is
c-orthogonal to all the eigenvectors vanishes. -/
theorem IsSimpleEigensystem.complete (hS : IsSimpleEigensystem H E v) {x : n → ℂ}
    (hx : ∀ i, v i ⬝ᵥ x = 0) : x = 0 := by
  -- distinct eigenvalues give independent eigenvectors, and there are enough to span
  have hli : LinearIndependent ℂ v :=
    Module.End.eigenvectors_linearIndependent' H.mulVecLin E hS.distinct v
      fun i => ⟨Module.End.mem_eigenspace_iff.mpr (hS.eigen i), hS.ne_zero i⟩
  have hspan : Submodule.span ℂ (Set.range v) = ⊤ :=
    hli.span_eq_top_of_card_eq_finrank' (by simp)
  have key : ∀ y : n → ℂ, y ⬝ᵥ x = 0 := by
    intro y
    have hy : y ∈ Submodule.span ℂ (Set.range v) := by
      rw [hspan]
      exact Submodule.mem_top
    induction hy using Submodule.span_induction with
    | mem y h =>
      obtain ⟨i, rfl⟩ := h
      exact hx i
    | zero => exact zero_dotProduct x
    | add a b _ _ ha hb => rw [add_dotProduct, ha, hb, add_zero]
    | smul c a _ ha => rw [smul_dotProduct, ha, smul_zero]
  funext i
  simpa using key (Pi.single i 1)
```

The next proof applies `complete` to `v i` itself. The case `j = i` uses the assumed zero, and the other cases use orthogonality.

```lean
/-- For a complex symmetric matrix with as many distinct eigenvalues as rows, no eigenvector is
self-orthogonal: every `v_iᵀ v_i` is nonzero. -/
theorem IsSimpleEigensystem.self_ne_zero (hS : IsSimpleEigensystem H E v) (i : n) :
    v i ⬝ᵥ v i ≠ 0 := by
  intro h0
  apply hS.ne_zero i
  apply hS.complete
  intro j
  by_cases hji : j = i
  · rw [hji]
    exact h0
  · exact cProduct_orthogonal hS.symm (hS.eigen j) (hS.eigen i) (hS.distinct.ne hji)
```

## Expansion, closure and the Green function

`Finset.sum_eq_single j` keeps the one term that survives in $v_j^Td$.

```lean
/-- For a complex symmetric matrix with as many distinct eigenvalues as rows, every state `x` is the
sum of the eigenvectors weighted by `v_iᵀ x / (v_iᵀ v_i)`. -/
theorem IsSimpleEigensystem.expansion (hS : IsSimpleEigensystem H E v) (x : n → ℂ) :
    x = ∑ i, (v i ⬝ᵥ x / (v i ⬝ᵥ v i)) • v i := by
  -- the difference of the two sides is c-orthogonal to every eigenvector
  refine sub_eq_zero.mp (hS.complete fun j => ?_)
  rw [dotProduct_sub, dotProduct_sum, Finset.sum_eq_single j]
  · rw [dotProduct_smul, smul_eq_mul, div_mul_cancel₀ _ (hS.self_ne_zero j), sub_self]
  · intro i _ hij
    rw [dotProduct_smul, cProduct_orthogonal hS.symm (hS.eigen j) (hS.eigen i)
      (hS.distinct.ne hij.symm), smul_zero]
  · intro h
    exact absurd (Finset.mem_univ j) h
```

Expanding the unit vector along `b` and reading component `a` gives the matrix element $(a,b)$ of the closure relation.

```lean
/-- The c-product closure relation: for a complex symmetric matrix with as many distinct eigenvalues
as rows, the projectors `v_i v_iᵀ / (v_iᵀ v_i)` sum to the identity. -/
theorem IsSimpleEigensystem.closure (hS : IsSimpleEigensystem H E v) :
    ∑ i, cProjector (v i) = 1 := by
  ext a b
  -- expand the unit vector along `b` and read off its component `a`
  have h := congrFun (hS.expansion (Pi.single b 1)) a
  simp only [Finset.sum_apply, Pi.smul_apply, smul_eq_mul, dotProduct_single, mul_one] at h
  rw [Pi.single_apply] at h
  rw [Matrix.one_apply, h, Matrix.sum_apply]
  refine Finset.sum_congr rfl fun i _ => ?_
  simp only [cProjector, Matrix.smul_apply, vecMulVec_apply, smul_eq_mul]
  ring
```

In the Green function, `hHP` is $HP_i=E_iP_i$. Each factor $z-E_i$ then cancels, and closure finishes the proof.

```lean
/-- Spectral expansion of the Green function: for a complex symmetric matrix with as many distinct
eigenvalues as rows and `z` different from all of them, the sum of `v_i v_iᵀ / ((z - E_i) v_iᵀ v_i)`
inverts `z - H`. -/
theorem IsSimpleEigensystem.green_function (hS : IsSimpleEigensystem H E v) {z : ℂ}
    (hz : ∀ i, z ≠ E i) :
    (z • (1 : Matrix n n ℂ) - H) * ∑ i, (z - E i)⁻¹ • cProjector (v i) = 1 := by
  rw [Finset.mul_sum]
  refine Eq.trans (Finset.sum_congr rfl fun i _ => ?_) hS.closure
  -- `H` acts on each projector as multiplication by its eigenvalue
  have hP : H * vecMulVec (v i) (v i) = E i • vecMulVec (v i) (v i) := by
    ext a b
    have h := congrFun (hS.eigen i) a
    simp only [mulVec, dotProduct, Pi.smul_apply, smul_eq_mul] at h
    simp only [Matrix.mul_apply, vecMulVec_apply, Matrix.smul_apply, smul_eq_mul,
      ← mul_assoc]
    rw [← Finset.sum_mul, h]
  have hHP : H * cProjector (v i) = E i • cProjector (v i) := by
    rw [cProjector, Matrix.mul_smul, hP, smul_comm]
  rw [Matrix.mul_smul, sub_mul, Matrix.smul_mul, one_mul, hHP, ← sub_smul, smul_smul,
    inv_mul_cancel₀ (sub_ne_zero.mpr (hz i)), one_smul]
```

This expands the Green function of a finite matrix with distinct eigenvalues in all its eigenvectors, not in the resonances alone. The passage to the continuum Hamiltonian, with a growing basis and a vanishing absorber, is a separate matter.

## Two-level matrices with and without closure

The first matrix satisfies all four conditions with complex eigenvalues. Its listed eigenvectors have c-products $3$ and $-3$; normalised to $v^Tv=1$ they are $(2,i)/\sqrt3$ and $(-i,2)/\sqrt3$.

```lean
/-- A two-level complex symmetric matrix with the complex eigenvalues `3 - i` and `-3 - i`
and eigenvectors `(2, i)` and `(1, 2i)`. -/
theorem isSimpleEigensystem_witness :
    IsSimpleEigensystem
      !![5 - Complex.I, 4 * Complex.I; 4 * Complex.I, -5 - Complex.I]
      ![3 - Complex.I, -3 - Complex.I]
      ![![2, Complex.I], ![1, 2 * Complex.I]] where
  symm := by
    ext i j
    fin_cases i <;> fin_cases j <;> simp
  distinct := by
    intro i j h
    -- the two eigenvalues differ in their real parts
    have h0 := congrArg Complex.re h
    fin_cases i <;> fin_cases j
    · rfl
    · norm_num at h0
    · norm_num at h0
    · rfl
  ne_zero := by
    intro i h
    have h0 := congrFun h 0
    fin_cases i <;> simp at h0
  eigen := by
    intro i
    ext j
    fin_cases i <;> fin_cases j <;>
      norm_num [Matrix.mulVec, dotProduct, Fin.sum_univ_two, Complex.ext_iff]
```

The second matrix is at an exceptional point with $E=0$. The vector $(1,0)$ is mapped to the eigenvector $(1,i)$, whose c-product is $1+i^2=0$, so no rescaling can c-normalise it. Both examples are checked component by component. They illustrate the algebra and are not purely absorbing Hamiltonians: their imaginary parts have the positive eigenvalues $3$ and $1$, so some states gain norm at first. Subtracting $3i$ and $i$ times the identity, respectively, removes this gain and leaves the eigenvectors unchanged.

```lean
/-- The complex symmetric matrix with rows `(1, i)` and `(i, -1)` has the eigenvector `(1, i)`
for eigenvalue zero, which heads a Jordan chain and is self-orthogonal. -/
theorem self_orthogonal_of_jordan_chain_witness :
    let H : Matrix (Fin 2) (Fin 2) ℂ := !![1, Complex.I; Complex.I, -1]
    let v : Fin 2 → ℂ := ![1, Complex.I]
    Hᵀ = H ∧ v ≠ 0 ∧ H *ᵥ v = 0 ∧ H *ᵥ ![1, 0] = v ∧ v ⬝ᵥ v = 0 := by
  intro H v
  refine ⟨?_, ?_, ?_, ?_, ?_⟩
  · ext i j
    fin_cases i <;> fin_cases j <;> simp [H]
  · intro h
    have h0 := congrFun h 0
    simp [v] at h0
  · ext i
    fin_cases i <;> simp [H, v, Matrix.mulVec, dotProduct, Fin.sum_univ_two]
  · ext i
    fin_cases i <;> simp [H, v, Matrix.mulVec, dotProduct, Fin.sum_univ_two]
  · simp [v, dotProduct, Fin.sum_univ_two]

end

end CProductClosure
```

```lean
#print axioms CProductClosure.self_orthogonal_of_jordan_chain
#print axioms CProductClosure.IsSimpleEigensystem.closure
#print axioms CProductClosure.IsSimpleEigensystem.green_function
```

```
'CProductClosure.self_orthogonal_of_jordan_chain' depends on axioms: [propext, Classical.choice, Quot.sound]
'CProductClosure.IsSimpleEigensystem.closure' depends on axioms: [propext, Classical.choice, Quot.sound]
'CProductClosure.IsSimpleEigensystem.green_function' depends on axioms: [propext, Classical.choice, Quot.sound]
```
